# Values of Hermite multipole moments from the McMurchie–Davidson recurrence

The moments are modelled as any real table \(M(e,t)\) that obeys the recurrence, with multipole order \(e\) and Hermite order \(t\) in the natural numbers. `IsMomentTable s d c M` states this condition for arbitrary real \(s,d,c\):

\[
M(0,t)=s\,\delta_{t0},\qquad M(e+1,t)=t\,M(e,t-1)+d\,M(e,t)+c\,M(e,t+1).
\]

The cases \(t=0\) and \(t+1\) are separate fields, so the index \(t-1\) never appears.

Another formulation defines \(M\) by recursion on \(e\). Existence and uniqueness would then be built in, but the Gaussian integrals would have to be proved equal to that function instead of being shown to satisfy a condition.

```lean
import Mathlib

open Polynomial MeasureTheory

namespace HermiteMultipole

noncomputable section

/-- The McMurchie-Davidson recurrence for a table of Hermite multipole moments:
`M(0,t) = s δ(t,0)` and `M(e+1,t) = t M(e,t-1) + d M(e,t) + c M(e,t+1)`,
written separately for `t = 0` and for `t + 1`. -/
structure IsMomentTable (s d c : ℝ) (M : ℕ → ℕ → ℝ) : Prop where
  zero_zero : M 0 0 = s
  zero_succ : ∀ t, M 0 (t + 1) = 0
  step_zero : ∀ e, M (e + 1) 0 = d * M e 0 + c * M e 1
  step_succ : ∀ e t, M (e + 1) (t + 1)
    = ((t : ℝ) + 1) * M e t + d * M e (t + 1) + c * M e (t + 2)
```

The solutions use the sequence \(m_0=1\), \(m_1=d\), \(m_{n+2}=d\,m_{n+1}+(n+1)c\,m_n\), called `gaussMoment`.

```lean
/-- The sequence `m₀ = 1`, `m₁ = d`, `m_{n+2} = d m_{n+1} + (n+1) c m_n`. -/
def gaussMoment (d c : ℝ) : ℕ → ℝ
  | 0 => 1
  | 1 => d
  | n + 2 => d * gaussMoment d c (n + 1) + ((n : ℝ) + 1) * c * gaussMoment d c n
```

On the physical side, \(p\) is the exponent of an unnormalised one-dimensional Gaussian, \(P\) its centre and \(O\) the multipole origin. The Hermite Gaussian \(\Lambda_t\) is the \(t\)-th derivative with respect to the centre, and `multipole p P O e t` is \(\int (x-O)^e\Lambda_t(x)\,dx\) over the real line.

```lean
/-- The Hermite Gaussian `Λ_t(x) = (∂/∂P)^t exp(-p (x - P)²)`. -/
def hermiteGaussian (p P : ℝ) (t : ℕ) (x : ℝ) : ℝ :=
  iteratedDeriv t (fun Q => Real.exp (-p * (x - Q) ^ 2)) P

/-- The multipole integral `∫ (x - O)^e Λ_t(x) dx` about the origin `O`. -/
def multipole (p P O : ℝ) (e t : ℕ) : ℝ :=
  ∫ x, (x - O) ^ e * hermiteGaussian p P t x
```

The polynomials \(h_0=1\), \(h_{t+1}(u)=2pu\,h_t(u)-h_t'(u)\) will describe \(\Lambda_t\).

```lean
/-- The polynomials `h₀ = 1`, `h_{t+1}(u) = 2 p u h_t(u) - h_t'(u)`. -/
def hermitePoly (p : ℝ) : ℕ → ℝ[X]
  | 0 => 1
  | t + 1 => C (2 * p) * X * hermitePoly p t - derivative (hermitePoly p t)
```

## (a) Hermite order above multipole order

Show that \(M(e,t)=0\) for \(t>e\).

Induct on \(e\). Row 0 is zero for \(t>0\). If \(t>e+1\), then \(t-1\), \(t\) and \(t+1\) all exceed \(e\), so every term of the recurrence vanishes.

```lean
/-- A moment table vanishes when the Hermite order exceeds the multipole order. -/
theorem vanish {s d c : ℝ} {M : ℕ → ℕ → ℝ} (h : IsMomentTable s d c M) (e : ℕ) :
    ∀ t, e < t → M e t = 0 := by
  induction e with
  | zero =>
    intro t ht
    obtain ⟨j, rfl⟩ : ∃ j, t = j + 1 := ⟨t - 1, by omega⟩
    exact h.zero_succ j
  | succ e ih =>
    intro t ht
    obtain ⟨j, rfl⟩ : ∃ j, t = j + 1 := ⟨t - 1, by omega⟩
    rw [h.step_succ, ih j (by omega), ih (j + 1) (by omega), ih (j + 2) (by omega)]
    ring
```

## (b) The remaining entries

Show that

\[
M(t+n,t)=\frac{(t+n)!}{n!}\,m_n\,s .
\]

Induct on \(e=t+n\); at \(e=0\) both sides are \(s\). For \(t+n=e+1\) and \(n\ge2\), the recurrence gives

\[
M(e+1,t)=e!\,s\left[\frac{t\,m_n}{n!}+\frac{d\,m_{n-1}}{(n-1)!}+\frac{c\,m_{n-2}}{(n-2)!}\right].
\]

The last two terms sum to \(m_n/(n-1)!=n\,m_n/n!\), so the bracket is \((e+1)m_n/n!\). For \(n=1\) the \(c\) term vanishes by (a), and \(d\,m_0=m_1\); for \(n=0\) only the first term survives. At \(t=0\) the first term is absent.

Lean splits the same cases in `key`, with \(n!\) multiplied out, and `linear_combination` combines the induction hypotheses.

```lean
/-- Closed form of a moment table on and below the diagonal:
`M(t+n,t) = (t+n)!/n! · m_n · s`. -/
theorem closed_form {s d c : ℝ} {M : ℕ → ℕ → ℝ} (h : IsMomentTable s d c M) (t n : ℕ) :
    M (t + n) t = ((t + n).factorial : ℝ) / (n.factorial : ℝ) * gaussMoment d c n * s := by
  have g0 : gaussMoment d c 0 = 1 := rfl
  have g1 : gaussMoment d c 1 = d := rfl
  have g2 : ∀ k : ℕ, gaussMoment d c (k + 1 + 1)
      = d * gaussMoment d c (k + 1) + ((k : ℝ) + 1) * c * gaussMoment d c k := fun k => rfl
  -- induction on the multipole order, with the factorial cleared
  have key : ∀ e t n : ℕ, t + n = e →
      (n.factorial : ℝ) * M e t = (e.factorial : ℝ) * gaussMoment d c n * s := by
    intro e
    induction e with
    | zero =>
      intro t n htn
      obtain ⟨rfl, rfl⟩ : t = 0 ∧ n = 0 := ⟨by omega, by omega⟩
      simp [g0, h.zero_zero]
    | succ e ih =>
      intro t n htn
      cases t with
      | zero =>
        obtain rfl : n = e + 1 := by omega
        rw [h.step_zero]
        cases e with
        | zero =>
          have h1 : M 0 1 = 0 := h.zero_succ 0
          simp [g1, h1, h.zero_zero]
        | succ k =>
          have i0 := ih 0 (k + 1) (by omega)
          have i1 := ih 1 k (by omega)
          rw [g2 k]
          simp only [Nat.factorial_succ] at i0 i1 ⊢
          push_cast at i0 i1 ⊢
          linear_combination ((k : ℝ) + 2) * d * i0 + ((k : ℝ) + 2) * ((k : ℝ) + 1) * c * i1
      | succ j =>
        rw [h.step_succ]
        cases n with
        | zero =>
          -- diagonal: only the lowering term survives
          have i0 := ih j 0 (by omega)
          have he : (e : ℝ) = j := by exact_mod_cast (by omega : e = j)
          rw [vanish h e (j + 1) (by omega), vanish h e (j + 2) (by omega)]
          simp only [Nat.factorial_succ, Nat.factorial_zero, g0] at i0 ⊢
          push_cast at i0 ⊢
          rw [he]
          linear_combination ((j : ℝ) + 1) * i0
        | succ m =>
          cases m with
          | zero =>
            have i0 := ih j 1 (by omega)
            have i1 := ih (j + 1) 0 (by omega)
            have he : (e : ℝ) = j + 1 := by exact_mod_cast (by omega : e = j + 1)
            rw [vanish h e (j + 2) (by omega)]
            simp only [zero_add, Nat.factorial_succ, Nat.factorial_zero,
              g0, g1] at i0 i1 ⊢
            push_cast at i0 i1 ⊢
            rw [he]
            linear_combination ((j : ℝ) + 1) * i0 + d * i1
          | succ k =>
            have i0 := ih j (k + 1 + 1) (by omega)
            have i1 := ih (j + 1) (k + 1) (by omega)
            have i2 := ih (j + 2) k (by omega)
            have he : (e : ℝ) = j + k + 2 := by exact_mod_cast (by omega : e = j + k + 2)
            rw [g2 k] at i0 ⊢
            simp only [Nat.factorial_succ] at i0 i1 ⊢
            push_cast at i0 i1 ⊢
            rw [he]
            linear_combination ((j : ℝ) + 1) * i0 + ((k : ℝ) + 2) * d * i1
              + ((k : ℝ) + 2) * ((k : ℝ) + 1) * c * i2
  have hn : (n.factorial : ℝ) ≠ 0 := by exact_mod_cast n.factorial_ne_zero
  have hk := key (t + n) t n rfl
  rw [div_mul_eq_mul_div, div_mul_eq_mul_div, eq_div_iff hn]
  linear_combination hk
```

## (c) The diagonal and the second moment

Show that \(M(e,e)=e!\,s\) and \(M(2,0)=(d^2+c)s\).

Set \(n=0\) in (b) for the diagonal. Then \(M(1,0)=ds\) and \(M(1,1)=s\), so \(M(2,0)=d\,(ds)+c\,s\).

```lean
/-- For a moment table, `M(e,t) = 0` for `t > e`, `M(e,e) = e! s` and
`M(2,0) = (d² + c) s`. -/
theorem moment_table_values {s d c : ℝ} {M : ℕ → ℕ → ℝ} (h : IsMomentTable s d c M) :
    (∀ e t, e < t → M e t = 0) ∧ (∀ e, M e e = (e.factorial : ℝ) * s) ∧
      M 2 0 = (d ^ 2 + c) * s := by
  have diag : ∀ e, M e e = (e.factorial : ℝ) * s := by
    intro e
    have g0 : gaussMoment d c 0 = 1 := rfl
    have hc := closed_form h e 0
    simpa [g0] using hc
  refine ⟨vanish h, diag, ?_⟩
  have h20 : M 2 0 = d * M 1 0 + c * M 1 1 := h.step_zero 1
  have h10 : M 1 0 = d * M 0 0 + c * M 0 1 := h.step_zero 0
  have h11 : M 1 1 = s := by simpa using diag 1
  have h01 : M 0 1 = 0 := h.zero_succ 0
  rw [h20, h10, h11, h01, h.zero_zero]
  ring
```

## (d) Differentiating the polynomials

Show that \(h_{t+1}'=2p(t+1)h_t\).

For \(t=0\), \(h_1=2pu\) has derivative \(2p\). Assuming the formula at \(t\),

\[
\begin{aligned}
h_{t+2}'&=2p\,h_{t+1}+2pu\,h_{t+1}'-h_{t+1}''\\
&=2p\,h_{t+1}+2p(t+1)(2pu\,h_t-h_t')=2p(t+2)h_{t+1}.
\end{aligned}
\]

```lean
/-- Differentiation lowers the order: `h_{t+1}' = 2 p (t+1) h_t`. -/
theorem hermitePoly_derivative (p : ℝ) (t : ℕ) :
    derivative (hermitePoly p (t + 1)) = C (2 * p) * ((t : ℝ[X]) + 1) * hermitePoly p t := by
  induction t with
  | zero =>
    have h0 : hermitePoly p 0 = 1 := rfl
    have h1 : hermitePoly p (0 + 1) = C (2 * p) * X * 1 - derivative (1 : ℝ[X]) := rfl
    rw [h1, h0]
    simp only [derivative_sub, derivative_mul, derivative_C, derivative_X, derivative_one,
      derivative_zero, Nat.cast_zero]
    ring
  | succ t ih =>
    have h2 : hermitePoly p (t + 1 + 1)
        = C (2 * p) * X * hermitePoly p (t + 1) - derivative (hermitePoly p (t + 1)) := rfl
    have h1 : hermitePoly p (t + 1)
        = C (2 * p) * X * hermitePoly p t - derivative (hermitePoly p t) := rfl
    rw [h2, derivative_sub, derivative_mul, ih]
    simp only [derivative_mul, derivative_C, derivative_X, derivative_add, derivative_natCast,
      derivative_one]
    rw [h1]
    push_cast
    ring
```

## (e) Differentiating a polynomial times a Gaussian

For any real polynomial \(q\), show that

\[
\frac{d}{du}\,q\,e^{-pu^2}=-(2pu\,q-q')\,e^{-pu^2}.
\]

This is the product rule with \((e^{-pu^2})'=-2pu\,e^{-pu^2}\).

```lean
/-- The derivative of `q(u) exp(-p u²)` is `-(2 p u q(u) - q'(u)) exp(-p u²)`. -/
theorem hasDerivAt_polyGauss (p : ℝ) (q : ℝ[X]) (u : ℝ) :
    HasDerivAt (fun v => q.eval v * Real.exp (-p * v ^ 2))
      (-((C (2 * p) * X * q - derivative q).eval u * Real.exp (-p * u ^ 2))) u := by
  have h0 : HasDerivAt (fun v : ℝ => v ^ 2) (2 * u) u := by simpa using hasDerivAt_pow 2 u
  have h1 : HasDerivAt (fun v : ℝ => -p * v ^ 2) (-p * (2 * u)) u := h0.const_mul (-p)
  have h2 := (q.hasDerivAt u).fun_mul h1.exp
  refine h2.congr_deriv ?_
  simp only [eval_sub, eval_mul, eval_C, eval_X]
  ring
```

## (f) Factorising the Hermite Gaussian

Show that \(\Lambda_t(x)=h_t(x-P)\,e^{-p(x-P)^2}\).

The case \(t=0\) is the definition. With \(u=x-P\), \(\partial/\partial P=-d/du\), which cancels the minus sign in (e) and turns \(h_t\) into \(h_{t+1}\).

```lean
/-- The Hermite Gaussian factorises as `Λ_t(x) = h_t(x - P) exp(-p (x - P)²)`. -/
theorem hermiteGaussian_eq (p : ℝ) (t : ℕ) : ∀ P x : ℝ,
    hermiteGaussian p P t x = (hermitePoly p t).eval (x - P) * Real.exp (-p * (x - P) ^ 2) := by
  induction t with
  | zero =>
    intro P x
    simp [hermiteGaussian, hermitePoly]
  | succ t ih =>
    intro P x
    have hfun : iteratedDeriv t (fun Q => Real.exp (-p * (x - Q) ^ 2))
        = fun Q => (hermitePoly p t).eval (x - Q) * Real.exp (-p * (x - Q) ^ 2) :=
      funext fun Q => ih Q x
    -- chain rule through u = x - P
    have hl : HasDerivAt (fun Q : ℝ => x - Q) (-1) P := (hasDerivAt_id' P).const_sub x
    have hc := HasDerivAt.comp P (hasDerivAt_polyGauss p (hermitePoly p t) (x - P)) hl
    have hd : deriv (fun Q => (hermitePoly p t).eval (x - Q) * Real.exp (-p * (x - Q) ^ 2)) P
        = _ := hc.deriv
    have hs : hermitePoly p (t + 1)
        = C (2 * p) * X * hermitePoly p t - derivative (hermitePoly p t) := rfl
    unfold hermiteGaussian
    rw [iteratedDeriv_succ, hfun, hd, hs]
    ring
```

## (g) Multiplying by the coordinate

For \(p\ne0\), show that

\[
(x-P)\Lambda_0=\frac{\Lambda_1}{2p},\qquad
(x-P)\Lambda_{t+1}=(t+1)\Lambda_t+\frac{\Lambda_{t+2}}{2p}.
\]

The first follows from \(h_1=2pu\). For the second, \(2pu\,h_{t+1}=h_{t+2}+h_{t+1}'\); insert (d), divide by \(2p\) and multiply by the Gaussian.

```lean
/-- Recurrence of Hermite Gaussians: `(x - P) Λ₀ = Λ₁/(2p)` and
`(x - P) Λ_{t+1} = (t+1) Λ_t + Λ_{t+2}/(2p)`. -/
theorem hermiteGaussian_recurrence {p : ℝ} (hp : p ≠ 0) (P x : ℝ) :
    (x - P) * hermiteGaussian p P 0 x = 1 / (2 * p) * hermiteGaussian p P 1 x ∧
    ∀ t : ℕ, (x - P) * hermiteGaussian p P (t + 1) x
      = ((t : ℝ) + 1) * hermiteGaussian p P t x
        + 1 / (2 * p) * hermiteGaussian p P (t + 2) x := by
  have hinv : 1 / (2 * p) * (2 * p) = 1 := by field_simp
  constructor
  · have h0 : hermitePoly p 0 = 1 := rfl
    have h1 : hermitePoly p 1 = C (2 * p) * X * 1 - derivative (1 : ℝ[X]) := rfl
    simp only [hermiteGaussian_eq]
    rw [h0, h1]
    simp only [derivative_one, eval_sub, eval_mul, eval_C, eval_X, eval_one, eval_zero]
    linear_combination (-((x - P) * Real.exp (-p * (x - P) ^ 2))) * hinv
  · intro t
    have h2 : hermitePoly p (t + 2)
        = C (2 * p) * X * hermitePoly p (t + 1) - derivative (hermitePoly p (t + 1)) := rfl
    simp only [hermiteGaussian_eq]
    rw [h2, hermitePoly_derivative]
    simp only [eval_sub, eval_mul, eval_add, eval_C, eval_X, eval_natCast, eval_one]
    linear_combination (-(((x - P) * (hermitePoly p (t + 1)).eval (x - P)
      - ((t : ℝ) + 1) * (hermitePoly p t).eval (x - P)) * Real.exp (-p * (x - P) ^ 2))) * hinv
```

## (h) Integrability with a polynomial factor

For \(p>0\), show that \(q(u)e^{-pu^2}\) is integrable.

By linearity, take \(q=u^n\). Since \(|u|^ne^{-pu^2/2}\) is bounded, the integrand is dominated by a multiple of \(e^{-pu^2/2}\). Lean also reduces to monomials, then uses a Mathlib result for powers.

```lean
/-- A polynomial times a Gaussian with positive exponent is integrable. -/
theorem integrable_polyGauss {p : ℝ} (hp : 0 < p) (q : ℝ[X]) :
    Integrable (fun u : ℝ => q.eval u * Real.exp (-p * u ^ 2)) := by
  refine Polynomial.induction_on' q (fun q₁ q₂ h₁ h₂ => ?_) (fun n a => ?_)
  · refine (h₁.add h₂).congr (Filter.Eventually.of_forall fun u => ?_)
    simp only [Pi.add_apply, eval_add]
    ring
  · have hn : (-1 : ℝ) < (n : ℝ) := by
      have h0 : (0 : ℝ) ≤ n := Nat.cast_nonneg n
      linarith
    have h := (integrable_rpow_mul_exp_neg_mul_sq hp hn).const_mul a
    refine h.congr (Filter.Eventually.of_forall fun u => ?_)
    simp only [eval_monomial, Real.rpow_natCast]
    ring
```

## (i) Integrability of the multipole integrand

For \(p>0\), show that \((x-O)^e\Lambda_t(x)\) is integrable.

With \(u=x-P\), it is the polynomial \((u+P-O)^e h_t(u)\) times \(e^{-pu^2}\), so (h) applies.

```lean
/-- The integrand `(x - O)^e Λ_t(x)` is integrable for a positive exponent. -/
theorem integrable_multipole {p : ℝ} (hp : 0 < p) (P O : ℝ) (e t : ℕ) :
    Integrable (fun x : ℝ => (x - O) ^ e * hermiteGaussian p P t x) := by
  have h := (integrable_polyGauss hp ((X + C (P - O)) ^ e * hermitePoly p t)).comp_sub_right P
  refine h.congr (Filter.Eventually.of_forall fun x => ?_)
  simp only [hermiteGaussian_eq, eval_mul, eval_pow, eval_add, eval_X, eval_C]
  rw [show x - P + (P - O) = x - O by ring]
  ring
```

## (j) The integrals obey the recurrence

For \(p>0\), show that the multipole integrals form a moment table with

\[
s=\sqrt{\pi/p},\qquad d=P-O,\qquad c=\frac1{2p}.
\]

The Gaussian integral gives \(s\). By (e), \(h_{t+1}e^{-pu^2}=-(h_te^{-pu^2})'\), whose integral is zero. For the step in \(e\), write \(x-O=(x-P)+(P-O)\), apply (g), and integrate term by term, as (i) permits.

```lean
/-- The multipole integrals of Hermite Gaussians form a moment table with
`s = √(π/p)`, `d = P - O` and `c = 1/(2p)`. -/
theorem multipole_witness {p : ℝ} (hp : 0 < p) (P O : ℝ) :
    IsMomentTable (Real.sqrt (Real.pi / p)) (P - O) (1 / (2 * p)) (multipole p P O) := by
  have hshift : ∀ t, multipole p P O 0 t
      = ∫ u : ℝ, (hermitePoly p t).eval u * Real.exp (-p * u ^ 2) := by
    intro t
    unfold multipole
    simp only [pow_zero, one_mul, hermiteGaussian_eq]
    exact integral_sub_right_eq_self
      (fun u : ℝ => (hermitePoly p t).eval u * Real.exp (-p * u ^ 2)) P
  refine ⟨?_, fun t => ?_, fun e => ?_, fun e t => ?_⟩
  · -- the plain Gaussian integral
    have h0 : hermitePoly p 0 = 1 := rfl
    rw [hshift, h0]
    simp only [eval_one, one_mul]
    exact integral_gaussian p
  · -- higher Hermite Gaussians are total derivatives
    have hd : ∀ u : ℝ, HasDerivAt (fun v => (hermitePoly p t).eval v * Real.exp (-p * v ^ 2))
        (-((hermitePoly p (t + 1)).eval u * Real.exp (-p * u ^ 2))) u :=
      fun u => hasDerivAt_polyGauss p (hermitePoly p t) u
    have hi : Integrable
        (fun u : ℝ => -((hermitePoly p (t + 1)).eval u * Real.exp (-p * u ^ 2))) :=
      (integrable_polyGauss hp (hermitePoly p (t + 1))).neg
    have hz : (∫ u : ℝ, -((hermitePoly p (t + 1)).eval u * Real.exp (-p * u ^ 2))) = 0 :=
      integral_eq_zero_of_hasDerivAt_of_integrable hd hi
        (integrable_polyGauss hp (hermitePoly p t))
    rw [integral_neg, neg_eq_zero] at hz
    rw [hshift]
    exact hz
  · -- write x - O = (x - P) + (P - O) and integrate the recurrence
    have hI := integrable_multipole hp P O e
    have hpt : ∀ x : ℝ, (x - O) ^ (e + 1) * hermiteGaussian p P 0 x
        = (P - O) * ((x - O) ^ e * hermiteGaussian p P 0 x)
          + 1 / (2 * p) * ((x - O) ^ e * hermiteGaussian p P 1 x) := by
      intro x
      rw [pow_succ]
      linear_combination (x - O) ^ e * (hermiteGaussian_recurrence hp.ne' P x).1
    unfold multipole
    simp only [hpt]
    rw [integral_add ((hI 0).const_mul (P - O)) ((hI 1).const_mul (1 / (2 * p)))]
    simp only [integral_const_mul]
  · have hI := integrable_multipole hp P O e
    have hpt : ∀ x : ℝ, (x - O) ^ (e + 1) * hermiteGaussian p P (t + 1) x
        = ((t : ℝ) + 1) * ((x - O) ^ e * hermiteGaussian p P t x)
          + (P - O) * ((x - O) ^ e * hermiteGaussian p P (t + 1) x)
          + 1 / (2 * p) * ((x - O) ^ e * hermiteGaussian p P (t + 2) x) := by
      intro x
      rw [pow_succ]
      linear_combination (x - O) ^ e * (hermiteGaussian_recurrence hp.ne' P x).2 t
    have i12 : Integrable (fun x : ℝ =>
        ((t : ℝ) + 1) * ((x - O) ^ e * hermiteGaussian p P t x)
          + (P - O) * ((x - O) ^ e * hermiteGaussian p P (t + 1) x)) :=
      ((hI t).const_mul ((t : ℝ) + 1)).add ((hI (t + 1)).const_mul (P - O))
    unfold multipole
    simp only [hpt]
    rw [integral_add i12 ((hI (t + 2)).const_mul (1 / (2 * p))),
      integral_add ((hI t).const_mul ((t : ℝ) + 1)) ((hI (t + 1)).const_mul (P - O))]
    simp only [integral_const_mul]
```

## (k) Values of the integrals

For \(p>0\), show that \(\int(x-O)^e\Lambda_t\,dx=0\) for \(t>e\), and that

\[
\begin{aligned}
\int(x-O)^e\Lambda_e\,dx&=e!\sqrt{\pi/p},\\
\int(x-O)^2\Lambda_0\,dx&=\left[(P-O)^2+\tfrac1{2p}\right]\sqrt{\pi/p},\\
\int(x-O)^{t+n}\Lambda_t\,dx&=\frac{(t+n)!}{n!}\,m_n\sqrt{\pi/p}.
\end{aligned}
\]

Insert the constants from (j) into (a), (b) and (c), including in the definition of \(m_n\).

In electronic-structure codes that expand Gaussian products in Hermite Gaussians, the first statement limits the terms needed for a multipole integral to \(t\le e\), here for a single Cartesian factor.

```lean
/-- The multipole integrals vanish for `t > e`, equal `e! √(π/p)` for `t = e`, equal
`((P - O)² + 1/(2p)) √(π/p)` for `(e,t) = (2,0)`, and `(t+n)!/n! · m_n · √(π/p)` at `(t+n,t)`. -/
theorem multipole_values {p : ℝ} (hp : 0 < p) (P O : ℝ) :
    (∀ e t, e < t → multipole p P O e t = 0) ∧
    (∀ e, multipole p P O e e = (e.factorial : ℝ) * Real.sqrt (Real.pi / p)) ∧
    multipole p P O 2 0 = ((P - O) ^ 2 + 1 / (2 * p)) * Real.sqrt (Real.pi / p) ∧
    ∀ t n, multipole p P O (t + n) t = ((t + n).factorial : ℝ) / (n.factorial : ℝ)
      * gaussMoment (P - O) (1 / (2 * p)) n * Real.sqrt (Real.pi / p) := by
  have h := multipole_witness hp P O
  obtain ⟨h1, h2, h3⟩ := moment_table_values h
  exact ⟨h1, h2, h3, closed_form h⟩

end

end HermiteMultipole
```

```lean
#print axioms HermiteMultipole.hermiteGaussian_recurrence
#print axioms HermiteMultipole.multipole_values
```

```
'HermiteMultipole.hermiteGaussian_recurrence' depends on axioms: [propext, Classical.choice, Quot.sound]
'HermiteMultipole.multipole_values' depends on axioms: [propext, Classical.choice, Quot.sound]
```
